# Legendre values are at most one in magnitude on [−1, 1], and a point charge's multipole terms are largest on its axis

When the multipole expansion of a point charge is truncated, a bound on the Legendre factors that is the same for all orders lets the terms left out be compared with a geometric series. The theorems below show that these factors are at most one in magnitude for every real angle cosine between \(-1\) and \(1\), and that, for a nonzero charge away from the origin, each term from the dipole upwards is strictly weaker off the axis through the origin and the charge than on it at the same distance from the origin.

```lean
import Mathlib

namespace LegendreMultipoleBound

noncomputable section

/-- The Legendre value `P_n(u)`, computed upwards from `P_0 = 1` and `P_1 = u` by the
three-term recurrence. -/
def legendreP : ℕ → ℝ → ℝ
  | 0, _ => 1
  | 1, u => u
  | n + 2, u =>
    ((2 * (n : ℝ) + 3) * u * legendreP (n + 1) u - ((n : ℝ) + 1) * legendreP n u) / ((n : ℝ) + 2)

/-- A quadratic form in two successive Legendre values, which plays the role of the energy of
an oscillator whose discrete time is the order `n`. -/
def energy (u : ℝ) (n : ℕ) : ℝ :=
  legendreP n u ^ 2 - 2 * u * legendreP n u * legendreP (n + 1) u + legendreP (n + 1) u ^ 2

/-- The order-`n` term (Gaussian units) of the multipole expansion that gives, for `R > a ≥ 0`, the
potential of a charge `q` at distance `a` from the origin, seen at distance `R` from the origin in a
direction at angle cosine `u` to the charge. -/
def multipoleTerm (q a R : ℝ) (n : ℕ) (u : ℝ) : ℝ :=
  q * a ^ n / R ^ (n + 1) * legendreP n u

/-- The three-term recurrence of the Legendre values, free of division. -/
theorem legendreP_recurrence (n : ℕ) (u : ℝ) :
    ((n : ℝ) + 2) * legendreP (n + 2) u =
      (2 * (n : ℝ) + 3) * u * legendreP (n + 1) u - ((n : ℝ) + 1) * legendreP n u := by
  have h2 : (n : ℝ) + 2 ≠ 0 := by positivity
  rw [legendreP]
  field_simp

/-- The recurrence as a damped rotation: the deviation `P_(n+2) - u P_(n+1)` is
`u P_(n+1) - P_n` reduced by the factor `(n+1)/(n+2)`. -/
theorem legendreP_step (n : ℕ) (u : ℝ) :
    legendreP (n + 2) u - u * legendreP (n + 1) u =
      ((n : ℝ) + 1) / ((n : ℝ) + 2) * (u * legendreP (n + 1) u - legendreP n u) := by
  have h2 : (n : ℝ) + 2 ≠ 0 := by positivity
  rw [div_mul_eq_mul_div, eq_div_iff h2]
  linear_combination legendreP_recurrence n u

/-- The damping factor `(n+1)/(n+2)` has a square strictly below one. -/
theorem damping_pos (n : ℕ) : 0 < 1 - (((n : ℝ) + 1) / ((n : ℝ) + 2)) ^ 2 := by
  have h1 : ((n : ℝ) + 1) / ((n : ℝ) + 2) < 1 :=
    (div_lt_one (by positivity)).2 (by linarith)
  have h0 : 0 ≤ ((n : ℝ) + 1) / ((n : ℝ) + 2) := by positivity
  nlinarith

/-- Energy balance: raising the order by one changes the energy by minus a multiple of the
square of `u P_(n+1) - P_n`. -/
theorem energy_succ (u : ℝ) (n : ℕ) :
    energy u (n + 1) = energy u n -
      (1 - (((n : ℝ) + 1) / ((n : ℝ) + 2)) ^ 2) *
        (u * legendreP (n + 1) u - legendreP n u) ^ 2 := by
  have hs : legendreP (n + 1 + 1) u - u * legendreP (n + 1) u =
      ((n : ℝ) + 1) / ((n : ℝ) + 2) * (u * legendreP (n + 1) u - legendreP n u) :=
    legendreP_step n u
  unfold energy
  linear_combination (legendreP (n + 1 + 1) u - u * legendreP (n + 1) u +
    ((n : ℝ) + 1) / ((n : ℝ) + 2) * (u * legendreP (n + 1) u - legendreP n u)) * hs

/-- The energy never exceeds `1 - u²`, at any order and for any real `u`. -/
theorem energy_le (u : ℝ) (n : ℕ) : energy u n ≤ 1 - u ^ 2 := by
  induction n with
  | zero =>
    -- at order zero the two sides agree
    show (1 : ℝ) ^ 2 - 2 * u * 1 * u + u ^ 2 ≤ 1 - u ^ 2
    nlinarith
  | succ n ih =>
    rw [energy_succ]
    have h := mul_nonneg (damping_pos n).le
      (sq_nonneg (u * legendreP (n + 1) u - legendreP n u))
    linarith

/-- On the axis, at `u = 1`, every Legendre value equals one. -/
theorem legendreP_one : ∀ n : ℕ, legendreP n 1 = 1
  | 0 => rfl
  | 1 => rfl
  | n + 2 => by
    have h := legendreP_recurrence n 1
    rw [legendreP_one (n + 1), legendreP_one n] at h
    have h2 : (n : ℝ) + 2 ≠ 0 := by positivity
    exact mul_left_cancel₀ h2 (by linear_combination h)

/-- Parity: reversing the direction of observation multiplies `P_n` by `(-1)^n`. -/
theorem legendreP_neg : ∀ (n : ℕ) (u : ℝ), legendreP n (-u) = (-1) ^ n * legendreP n u
  | 0, u => by simp [legendreP]
  | 1, u => by simp [legendreP]
  | n + 2, u => by
    have h := legendreP_recurrence n (-u)
    rw [legendreP_neg (n + 1) u, legendreP_neg n u] at h
    have h2 : (n : ℝ) + 2 ≠ 0 := by positivity
    exact mul_left_cancel₀ h2
      (by linear_combination h - (-1) ^ n * legendreP_recurrence n u)

/-- Every Legendre value is at most one in magnitude for `u` in `[-1, 1]`. -/
theorem abs_legendreP_le_one (n : ℕ) {u : ℝ} (hu : u ∈ Set.Icc (-1 : ℝ) 1) :
    |legendreP n u| ≤ 1 := by
  rcases eq_or_lt_of_le hu.1 with h | hl
  · rw [← h, legendreP_neg, legendreP_one]
    simp
  rcases eq_or_lt_of_le hu.2 with h | hr
  · rw [h, legendreP_one]
    simp
  -- inside the interval, complete the square in the energy
  have hw : 0 < 1 - u ^ 2 := by nlinarith
  have hE := energy_le u n
  unfold energy at hE
  rw [← sq_le_one_iff_abs_le_one]
  by_contra hc
  have hc' : 0 < legendreP n u ^ 2 - 1 := by linarith [not_le.1 hc]
  nlinarith [mul_pos hw hc', sq_nonneg (legendreP (n + 1) u - u * legendreP n u)]

/-- Strictly between `-1` and `1`, every Legendre value of order at least one is strictly
below one in magnitude. -/
theorem abs_legendreP_lt_one {n : ℕ} (hn : n ≠ 0) {u : ℝ} (hu : |u| < 1) :
    |legendreP n u| < 1 := by
  match n, hn with
  | 1, _ => exact hu
  | n + 2, _ =>
    have hw : 0 < 1 - u ^ 2 := by linarith [(sq_lt_one_iff_abs_lt_one u).2 hu]
    rw [← sq_lt_one_iff_abs_lt_one]
    by_contra hc
    have hc' : 0 ≤ legendreP (n + 2) u ^ 2 - 1 := by linarith [not_lt.1 hc]
    have hsq : energy u (n + 1) = (legendreP (n + 1) u - u * legendreP (n + 2) u) ^ 2 +
        (1 - u ^ 2) * legendreP (n + 2) u ^ 2 := by
      show legendreP (n + 1) u ^ 2 - 2 * u * legendreP (n + 1) u * legendreP (n + 2) u +
        legendreP (n + 2) u ^ 2 = _
      ring
    have hm := mul_nonneg hw.le hc'
    have hd := damping_pos n
    have hE := energy_le u n
    have hS := energy_succ u n
    have hX := mul_nonneg hd.le (sq_nonneg (u * legendreP (n + 1) u - legendreP n u))
    have hY := sq_nonneg (legendreP (n + 1) u - u * legendreP (n + 2) u)
    -- no energy can have been lost, so both squares vanish
    have h1 : (legendreP (n + 1) u - u * legendreP (n + 2) u) ^ 2 = 0 := by nlinarith
    have h2 : (1 - (((n : ℝ) + 1) / ((n : ℝ) + 2)) ^ 2) *
        (u * legendreP (n + 1) u - legendreP n u) ^ 2 = 0 := by nlinarith
    have h3 := pow_eq_zero_iff (two_ne_zero) |>.1 h1
    have h4 := pow_eq_zero_iff (two_ne_zero) |>.1 ((mul_eq_zero.1 h2).resolve_left hd.ne')
    have h5 := legendreP_step n u
    rw [h4, mul_zero] at h5
    have h6 : (1 - u ^ 2) * legendreP (n + 2) u = 0 := by linear_combination h5 + u * h3
    have h7 := (mul_eq_zero.1 h6).resolve_left hw.ne'
    rw [h7] at hc'
    norm_num at hc'

/-- For a nonzero charge off the origin, each multipole term of order at least one is strictly
smaller in magnitude off the axis (`|u| < 1`) than on the charge's side of it (`u = 1`), at the same
distance `R > 0`. -/
theorem multipoleTerm_lt_axis {q a R u : ℝ} {n : ℕ} (hq : q ≠ 0) (ha : 0 < a) (hR : 0 < R)
    (hn : n ≠ 0) (hu : |u| < 1) :
    |multipoleTerm q a R n u| < |multipoleTerm q a R n 1| := by
  have hC : 0 < |q * a ^ n / R ^ (n + 1)| :=
    abs_pos.2 (div_ne_zero (mul_ne_zero hq (pow_ne_zero _ ha.ne')) (pow_ne_zero _ hR.ne'))
  have hP := abs_legendreP_lt_one hn hu
  unfold multipoleTerm
  rw [legendreP_one, mul_one, abs_mul]
  nlinarith [mul_pos hC (sub_pos.2 hP)]

end

end LegendreMultipoleBound
```

```lean
#print axioms LegendreMultipoleBound.abs_legendreP_le_one
#print axioms LegendreMultipoleBound.multipoleTerm_lt_axis
```

```
'LegendreMultipoleBound.abs_legendreP_le_one' depends on axioms: [propext, Classical.choice, Quot.sound]
'LegendreMultipoleBound.multipoleTerm_lt_axis' depends on axioms: [propext, Classical.choice, Quot.sound]
```

## One charge away from the origin

Place a charge \(q\) at distance \(a\) from the origin and observe its potential at distance \(R\) from the origin. Let \(u\) be the cosine of the angle between the two directions. For \(R>a\), electrostatics gives, in Gaussian units,

\[
\frac{q}{\sqrt{R^2-2aRu+a^2}}=\sum_{n=0}^{\infty} \frac{q\,a^n}{R^{n+1}}\,P_n(u).
\]

The function `multipoleTerm q a R n u` is the summand of order \(n\). In SI units every term acquires the same factor \(1/(4\pi\varepsilon_0)\), which doesn't affect the comparison.

That these summands add up to the potential is the step from the Lean model to the real setting that the hypotheses don't supply. The theorems concern the terms one at a time, and for that reason they need no condition \(R>a\).

The Legendre value \(P_n(u)\) is `legendreP n u`, a real number defined for a natural number `n` and a real `u` by

\[
P_0=1,\qquad P_1=u,\qquad (n+2)P_{n+2}=(2n+3)\,u\,P_{n+1}-(n+1)P_n .
\]

This fixes the usual normalisation \(P_n(1)=1\). The values are real numbers, so rounding in a floating-point evaluation of the recurrence is not described.

## Three inequalities

The theorem `abs_legendreP_le_one` says that \(|P_n(u)|\le 1\) for every order and every \(u\) in the closed interval, written `Set.Icc (-1 : ℝ) 1`.

The theorem `abs_legendreP_lt_one` says that \(|P_n(u)|<1\) if \(n\ne 0\) and \(|u|<1\). Order zero is excluded because \(P_0\) equals one in every direction.

The theorem `multipoleTerm_lt_axis` carries the strict inequality over to the single terms of the multipole expansion. It compares the term at \(|u|<1\) with the term at \(u=1\), where the observer lies on the same side as the charge, at the same distance \(R>0\). By parity the magnitude at \(u=-1\), on the far side, is the same as at \(u=1\). The hypotheses \(q\ne0\) and \(a>0\) describe a real charge off the origin; if \(q\) or \(a\) were zero, both sides would vanish for \(n\ge1\) and the inequality could not be strict.

For a single charge with \(a<R\), the bound combines with the expansion above to limit the error of truncation after order \(p\), as used in multipole-based simulation methods:

\[
\sum_{n>p}\frac{|q|\,a^n}{R^{n+1}}\,|P_n(u)|\;\le\;\frac{|q|}{R-a}\left(\frac{a}{R}\right)^{p+1}.
\]

This estimate is a consequence drawn here by summing a geometric series, and has no theorem of its own in the code. For several charges in different directions, the combined term of a given order need not be largest on the axis of any one of them.

## The recurrence as a damped rotation

Subtract \((n+2)\,u\,P_{n+1}\) from both sides of the recurrence:

\[
(n+2)(P_{n+2}-uP_{n+1})=(n+1)(uP_{n+1}-P_n).
\]

With \(k_n=(n+1)/(n+2)\), which lies between zero and one, this becomes

\[
P_{n+2}-uP_{n+1}=k_n\,(uP_{n+1}-P_n).
\]

If \(k_n\) were replaced by one, the rule would read \(P_{n+2}=2uP_{n+1}-P_n\). For \(u=\cos\theta\) and the same starting values its solution is \(\cos n\theta\), an undamped oscillation in the order \(n\). The true factor damps it.

In Lean, `legendreP_recurrence` clears the denominator in the definition, `legendreP_step` derives the damped form, and `damping_pos` shows that \(1-k_n^2>0\).

## A quadratic form that never increases

Define

\[
E_n=P_n^2-2uP_nP_{n+1}+P_{n+1}^2 .
\]

The code calls this `energy u n`, by analogy with an oscillator; it is not an electrostatic energy. Completing the square in two successive forms gives

\[
E_n=(1-u^2)P_{n+1}^2+(uP_{n+1}-P_n)^2,
\]
\[
E_{n+1}=(1-u^2)P_{n+1}^2+(P_{n+2}-uP_{n+1})^2 .
\]

Subtract the first from the second and insert the damped rule:

\[
E_{n+1}=E_n-(1-k_n^2)(uP_{n+1}-P_n)^2 .
\]

This is `energy_succ`. Its `linear_combination` multiplies the damped rule, an equation \(A=k_nB\), by \(A+k_nB\), which turns it into \(A^2=k_n^2B^2\).

The starting value is \(E_0=1-2u^2+u^2=1-u^2\), and no step raises it. Hence \(E_n\le 1-u^2\) for every \(n\) and every real \(u\). The theorem `energy_le` proves this by induction, using the energy balance and the positive damping coefficient.

## From the quadratic form to the bound

Complete the square the other way:

\[
(1-u^2)P_n^2\;\le\;(P_{n+1}-uP_n)^2+(1-u^2)P_n^2=E_n\;\le\;1-u^2 .
\]

For \(|u|<1\) the factor \(1-u^2\) is positive, and division by it gives \(P_n^2\le1\).

At the end points that factor is zero, so they need a separate argument. At \(u=1\), if \(P_n=P_{n+1}=1\), the recurrence gives \((n+2)P_{n+2}=(2n+3)-(n+1)=n+2\), so \(P_{n+2}=1\); both starting values are one. At \(u=-1\), parity gives \(P_n(-1)=(-1)^nP_n(1)=(-1)^n\). Parity itself follows from the recurrence by induction: \(P_0\) is even and \(P_1\) is odd in \(u\), and if \(P_n\) and \(P_{n+1}\) have opposite parities, then \(uP_{n+1}\) has the parity of \(P_n\), and so does \(P_{n+2}\).

The lemmas `legendreP_one` and `legendreP_neg` establish these facts by recursion on the two preceding orders. In `abs_legendreP_le_one`, the two uses of `rcases` split off the end points. Inside the interval the proof assumes \(P_n^2>1\), and `nlinarith` finds the conflict with the energy bound from the positive product \((1-u^2)(P_n^2-1)\) and the square \((P_{n+1}-uP_n)^2\ge0\).

## Why equality fails off the axis

For order one the claim is \(|u|<1\), which is the hypothesis. For order \(n+2\), suppose that \(P_{n+2}^2\ge1\) with \(|u|<1\). Then

\[
E_{n+1}=(P_{n+1}-uP_{n+2})^2+(1-u^2)P_{n+2}^2\;\ge\;(P_{n+1}-uP_{n+2})^2+1-u^2 ,
\]

while the energy balance gives

\[
E_{n+1}\le 1-u^2-(1-k_n^2)(uP_{n+1}-P_n)^2 .
\]

Both can be true only if the two squares vanish, so \(P_{n+1}=uP_{n+2}\) and \(uP_{n+1}=P_n\). The second equality makes the right side of the damped rule zero, which leaves \(P_{n+2}=uP_{n+1}=u^2P_{n+2}\). Since \(u^2<1\), this forces \(P_{n+2}=0\), against the assumption.

The proof of `abs_legendreP_lt_one` takes the same route. The identity `hsq` is the completed square, `h1` and `h2` state that the two non-negative contributions are zero, and `h3` and `h4` extract the vanishing differences. Then `h6` is the equation \((1-u^2)P_{n+2}=0\), and `h7` cancels the positive factor.

For the multipole term, write \(C=|q\,a^n/R^{n+1}|>0\). Off the axis the magnitude is \(C\,|P_n(u)|\), and on it the magnitude is \(C\), because \(P_n(1)=1\). Multiplying \(|P_n(u)|<1\) by \(C\) gives `multipoleTerm_lt_axis`; in the code, `hC` records that \(C\) is positive and `hP` supplies the strict Legendre bound.
